# Bounding the energy gained from a core-hole potential by its end-point averages

Take one electron on two sites. Site 0 belongs to the atom that will carry the core hole and has energy 7; site 1 has energy 0; the hopping element is $-12$. The hole lowers the energy of site 0 by its strength $s$:

$$H-sV=\begin{pmatrix}7-s&-12\\-12&0\end{pmatrix},\qquad V=\begin{pmatrix}1&0\\0&0\end{pmatrix}.$$

At $s=0$ the ground state is $u=(3/5,4/5)$ with energy $-9$. At $s=14$ it is $w=(4/5,3/5)$ with energy $-16$. The gain is 7.

Now keep $u$ frozen while the hole is switched on. Its energy becomes $-9-14\cdot\frac{9}{25}=-14.04$, which must lie above the true minimum $-16$, so the gain is at least $5.04$. Keeping $w$ frozen while the hole is switched off gives $-16+14\cdot\frac{16}{25}=-7.04$, above $-9$, so the gain is at most $8.96$. Each ground state serves as a trial state for the other Hamiltonian.

## The bounds for any finite Hermitian model

Let $H$ and $V$ be Hermitian matrices, and write $\langle V\rangle_x=\langle x,Vx\rangle$. Let $u$ and $w$ be unit ground states of $H-sV$ and $H-tV$, with energies $E_s$ and $E_t$. Then

$$(t-s)\langle V\rangle_u\le E_s-E_t\le(t-s)\langle V\rangle_w .$$

**Variational bound.** Let $A$ be Hermitian with lowest eigenvalue $E$. Then $A-E$ has an orthonormal eigenbasis $e_j$ with eigenvalues $\lambda_j\ge0$. For a unit vector $x=\sum_j c_je_j$,
$$\langle x,Ax\rangle-E=\sum_j\lambda_j|c_j|^2\ge0 .$$

**Exchange of trial states.** Since $\langle u,(H-sV)u\rangle=E_s$,
$$E_t\le\langle u,(H-tV)u\rangle=E_s-(t-s)\langle V\rangle_u ,$$
which is the lower bound on the gain. Exchanging the two states and strengths gives $E_s\le E_t+(t-s)\langle V\rangle_w$, the upper bound. The order of $s$ and $t$ has not been used.

**Midpoint rule.** Let $v$ be a ground state at strength $(s+t)/2$, with energy $E_m$, and put $d=t-s$. The bounds on the two halves are
$$\tfrac d2\langle V\rangle_u\le E_s-E_m\le\tfrac d2\langle V\rangle_v,\qquad \tfrac d2\langle V\rangle_v\le E_m-E_t\le\tfrac d2\langle V\rangle_w .$$
Adding them and subtracting $d\langle V\rangle_v$ gives
$$-\tfrac d2\big(\langle V\rangle_v-\langle V\rangle_u\big)\le E_s-E_t-d\langle V\rangle_v\le\tfrac d2\big(\langle V\rangle_w-\langle V\rangle_v\big).$$
The same two chains show that $\frac d2\langle V\rangle_u\le\frac d2\langle V\rangle_v\le\frac d2\langle V\rangle_w$, so the error is at most $\frac d2(\langle V\rangle_w-\langle V\rangle_u)$ in absolute value.

**Core site.** This is the site $c$ on which the hole potential acts, not the core orbital that has lost an electron. If $V$ projects onto site $c$, then $\langle V\rangle_x=|x_c|^2$. For $s<t$ the gain is at least $(t-s)|u_c|^2\ge0$, and it is positive when $u_c\ne0$. Dividing the outer terms of the sandwich by $t-s$ gives $|u_c|^2\le|w_c|^2$.

If the basis contains only empty one-electron levels, the lowest level of $H-sV$ can stand for a pre-edge state in X-ray absorption. Its binding is measured from an edge held fixed, so it grows as the level falls. Its intensity is taken as proportional to the weight on the absorbing site, which assumes a local transition matrix element that does not change with the hole.

Slater's transition-state method estimates an ionisation energy from an orbital energy at half occupation in a self-consistent theory. Here the Hamiltonian is linear in the hole strength and nothing is iterated; the average of $V$ at half strength takes the place of that orbital energy. When $H-sV$ is diagonalised exactly in one orthonormal basis, the same at every strength, the end-point averages of $V$, multiplied by the change in strength, bracket the difference between the two lowest energies, and they limit the midpoint error.

## States, strengths and the hole potential in Lean

The type `n` labels the basis states and is finite.

```lean
import Mathlib

open Matrix
open scoped ComplexOrder

namespace SlaterTransitionState

noncomputable section

variable {n : Type*} [Fintype n] [DecidableEq n]
```

The average $\langle A\rangle_x$ is defined as a real part, so that it is a real number; for Hermitian $A$ the imaginary part vanishes anyway.

```lean
/-- The real part of `⟨x, A x⟩`. For Hermitian `A` and a unit vector `x` this is the expectation
value of `A` in the state `x`. -/
def expect (A : Matrix n n ℂ) (x : n → ℂ) : ℝ := (star x ⬝ᵥ A *ᵥ x).re
```

A positive `s` means attraction when $V$ is a projector.

```lean
/-- The matrix `H - s V`, in which the potential `V` is subtracted with real strength `s`. -/
def holeHamiltonian (H V : Matrix n n ℂ) (s : ℝ) : Matrix n n ℂ := H - (s : ℂ) • V

/-- The projector onto the core site `c`. -/
def coreProj (c : n) : Matrix n n ℂ := Matrix.diagonal (fun i => if i = c then 1 else 0)
```

A ground state is a unit eigenvector whose energy no real eigenvalue undercuts. Degeneracy is allowed, and the theorems then hold for any choice of ground state. They take the ground states as given.

```lean
/-- `u` is a unit eigenvector of `A` with energy `E`, and no real eigenvalue of `A` lies
below `E`. -/
structure IsGroundState (A : Matrix n n ℂ) (E : ℝ) (u : n → ℂ) : Prop where
  unit : star u ⬝ᵥ u = 1
  eigen : A *ᵥ u = (E : ℂ) • u
  lowest : ∀ (μ : ℝ) (x : n → ℂ), x ≠ 0 → A *ᵥ x = (μ : ℂ) • x → E ≤ μ
```

## From the variational bound to the midpoint rule

The variational bound is derived from the spectral theorem. `hB` says that $A-E$ is Hermitian. For `hP`, each eigenvalue $\lambda_j$ of $A-E$ makes $\lambda_j+E$ an eigenvalue of $A$, so `hu.lowest` gives $\lambda_j\ge0$. Positive semidefiniteness is then applied to `x`.

```lean
/-- Rayleigh-Ritz principle: the energy expectation of a normalised trial state is at least
the ground-state energy. -/
theorem rayleigh_ritz {A : Matrix n n ℂ} (hA : A.IsHermitian) {E : ℝ} {u : n → ℂ}
    (hu : IsGroundState A E u) (x : n → ℂ) (hx : star x ⬝ᵥ x = 1) : E ≤ expect A x := by
  have hB : (A - (E : ℂ) • (1 : Matrix n n ℂ)).IsHermitian := by
    unfold Matrix.IsHermitian
    rw [Matrix.conjTranspose_sub, Matrix.conjTranspose_smul, Matrix.conjTranspose_one, hA.eq]
    simp
  -- the shifted Hamiltonian has no negative eigenvalue
  have hP : (A - (E : ℂ) • (1 : Matrix n n ℂ)).PosSemidef := by
    rw [hB.posSemidef_iff_eigenvalues_nonneg]
    intro j
    have hv := hB.mulVec_eigenvectorBasis j
    have hne : (hB.eigenvectorBasis j).ofLp ≠ 0 := by
      intro h0
      apply hB.eigenvectorBasis.orthonormal.ne_zero j
      ext i
      exact congrFun h0 i
    have h := hu.lowest (hB.eigenvalues j + E) _ hne (by
      rw [Matrix.sub_mulVec, Matrix.smul_mulVec, Matrix.one_mulVec] at hv
      funext i
      have hi := congrFun hv i
      simp only [Pi.sub_apply, Pi.smul_apply, smul_eq_mul, Complex.real_smul] at hi ⊢
      push_cast
      linear_combination hi)
    show (0 : ℝ) ≤ hB.eigenvalues j
    linarith
  have h := hP.dotProduct_mulVec_nonneg x
  rw [Matrix.sub_mulVec, Matrix.smul_mulVec, Matrix.one_mulVec, dotProduct_sub,
    dotProduct_smul, hx] at h
  have h' := (Complex.le_def.mp h).1
  simp only [Complex.zero_re, Complex.sub_re, smul_eq_mul, mul_one, Complex.ofReal_re] at h'
  unfold expect
  linarith
```

For a fixed state the energy is a straight line in $s$.

```lean
omit [DecidableEq n] in
/-- The energy expectation in any fixed state is affine in the hole strength. -/
theorem expect_holeHamiltonian (H V : Matrix n n ℂ) (s : ℝ) (x : n → ℂ) :
    expect (holeHamiltonian H V s) x = expect H x - s * expect V x := by
  simp only [expect, holeHamiltonian, Matrix.sub_mulVec, Matrix.smul_mulVec, dotProduct_sub,
    dotProduct_smul, smul_eq_mul, Complex.sub_re, Complex.re_ofReal_mul]
```

In the frozen-state bound, `h1` is the variational bound at strength `t` with trial state `u`, and `h2` identifies the energy of `u` at strength `s`.

```lean
/-- The ground-state energy at strength `t` is bounded by the energy at strength `s` minus
`(t - s)` times the hole potential averaged in the ground state at `s`. -/
theorem frozen_state_bound {H V : Matrix n n ℂ} (hH : H.IsHermitian) (hV : V.IsHermitian)
    {s t Es Et : ℝ} {u w : n → ℂ} (hu : IsGroundState (holeHamiltonian H V s) Es u)
    (hw : IsGroundState (holeHamiltonian H V t) Et w) :
    Et ≤ Es - (t - s) * expect V u := by
  have hT : (holeHamiltonian H V t).IsHermitian := by
    unfold Matrix.IsHermitian holeHamiltonian
    rw [Matrix.conjTranspose_sub, Matrix.conjTranspose_smul, hH.eq, hV.eq]
    simp
  have h1 := rayleigh_ritz hT hw u hu.unit
  have h2 : expect (holeHamiltonian H V s) u = Es := by
    unfold expect
    rw [hu.eigen, dotProduct_smul, hu.unit, smul_eq_mul, mul_one, Complex.ofReal_re]
  rw [expect_holeHamiltonian] at h1 h2
  linarith
```

Using that bound in both directions gives the sandwich, for all real `s` and `t`.

```lean
/-- The energy gained on changing the hole strength from `s` to `t` lies between `(t - s)`
times the hole potential averaged in the initial and in the final ground state. -/
theorem relaxation_sandwich {H V : Matrix n n ℂ} (hH : H.IsHermitian) (hV : V.IsHermitian)
    {s t Es Et : ℝ} {u w : n → ℂ} (hu : IsGroundState (holeHamiltonian H V s) Es u)
    (hw : IsGroundState (holeHamiltonian H V t) Et w) :
    (t - s) * expect V u ≤ Es - Et ∧ Es - Et ≤ (t - s) * expect V w := by
  have h1 := frozen_state_bound hH hV hu hw
  have h2 := frozen_state_bound hH hV hw hu
  constructor <;> linarith
```

The midpoint theorem applies the sandwich to each half of the path. The four inequalities `a1`, `a2`, `b1`, `b2` are those displayed above, and `linarith` combines them.

```lean
/-- Midpoint rule: `(t - s)` times the average of `V` in a ground state at strength `(s + t) / 2`
gives the energy difference `Es - Et`, with an error of at most `(t - s) / 2` times the change of
the average of `V` from `u` to `w`. -/
theorem slater_midpoint_error {H V : Matrix n n ℂ} (hH : H.IsHermitian) (hV : V.IsHermitian)
    {s t Es Em Et : ℝ} {u v w : n → ℂ} (hu : IsGroundState (holeHamiltonian H V s) Es u)
    (hv : IsGroundState (holeHamiltonian H V ((s + t) / 2)) Em v)
    (hw : IsGroundState (holeHamiltonian H V t) Et w) :
    |Es - Et - (t - s) * expect V v| ≤ (t - s) / 2 * (expect V w - expect V u) := by
  -- the sandwich on each half of the path
  obtain ⟨a1, a2⟩ := relaxation_sandwich hH hV hu hv
  obtain ⟨b1, b2⟩ := relaxation_sandwich hH hV hv hw
  rw [abs_le]
  constructor <;> linarith
```

## Binding and weight on the core site

```lean
/-- The core projector averages to the weight of the state on the core site. -/
theorem expect_coreProj (c : n) (x : n → ℂ) :
    expect (coreProj c) x = Complex.normSq (x c) := by
  simp [expect, coreProj, dotProduct, Matrix.mulVec_diagonal, Complex.normSq_apply]
```

The hypothesis `hst` enters here, because the sign of $t-s$ now matters. The three conclusions are that the level does not rise, that its core weight does not fall, and that the level drops strictly if `u c ≠ 0`.

```lean
/-- For a hole potential on the core site, a stronger hole never raises the lowest level and
never reduces its core-site weight; the level falls strictly if the initial state has
weight on the core site. -/
theorem core_hole_monotone {H : Matrix n n ℂ} (hH : H.IsHermitian) (c : n)
    {s t Es Et : ℝ} (hst : s < t) {u w : n → ℂ}
    (hu : IsGroundState (holeHamiltonian H (coreProj c) s) Es u)
    (hw : IsGroundState (holeHamiltonian H (coreProj c) t) Et w) :
    Et ≤ Es ∧ Complex.normSq (u c) ≤ Complex.normSq (w c) ∧ (u c ≠ 0 → Et < Es) := by
  have hV : (coreProj c).IsHermitian := by
    unfold Matrix.IsHermitian coreProj
    rw [Matrix.diagonal_conjTranspose]
    congr 1
    funext i
    by_cases h : i = c <;> simp [h]
  obtain ⟨h1, h2⟩ := relaxation_sandwich hH hV hu hw
  rw [expect_coreProj] at h1 h2
  have hd : 0 < t - s := sub_pos.mpr hst
  refine ⟨?_, le_of_mul_le_mul_left (h1.trans h2) hd, fun hc => ?_⟩
  · have := mul_nonneg hd.le (Complex.normSq_nonneg (u c))
    linarith
  · have := mul_pos hd (Complex.normSq_pos.mpr hc)
    linarith
```

## The two-site ground states checked

To confirm that the states in the opening example are lowest, let site 0 have energy $a$. An eigenvector $(x_0,x_1)$ with eigenvalue $\mu$ satisfies $ax_0-12x_1=\mu x_0$ and $-12x_0=\mu x_1$. Multiplying the first equation by $\mu$ and inserting the second gives $(\mu^2-a\mu-144)x_0=0$. If $x_0=0$, the first equation forces $x_1=0$ too, so $\mu^2-a\mu-144=0$. Two distinct roots have product $-144$ and cannot both be negative. A negative eigenvalue is therefore the lowest.

In the proof, `hR` is this secular equation, `hEr` is the same equation for `E`, and `hf` encodes the product of the roots.

```lean
/-- In a two-site model with hopping `-12` and core-site energy `a`, a normalised real
eigenvector with negative energy is a ground state. -/
theorem two_site_ground {a p q E : ℝ} (hE : E < 0) (hn : p ^ 2 + q ^ 2 = 1)
    (h1 : a * p - 12 * q = E * p) (h2 : -12 * p = E * q) :
    IsGroundState !![(a : ℂ), -12; -12, 0] E ![(p : ℂ), (q : ℂ)] := by
  have hnc : (p : ℂ) ^ 2 + (q : ℂ) ^ 2 = 1 := by exact_mod_cast hn
  have h1c : (a : ℂ) * p - 12 * q = E * p := by exact_mod_cast h1
  have h2c : -12 * (p : ℂ) = E * q := by exact_mod_cast h2
  refine ⟨?_, ?_, ?_⟩
  · simp [dotProduct, Fin.sum_univ_two]
    linear_combination hnc
  · funext i
    fin_cases i
    · simp [Matrix.mulVec, dotProduct, Fin.sum_univ_two]
      linear_combination h1c
    · simp [Matrix.mulVec, dotProduct, Fin.sum_univ_two]
      linear_combination h2c
  · intro μ x hx h
    have e0 := congrFun h 0
    have e1 := congrFun h 1
    simp [Matrix.mulVec, dotProduct, Fin.sum_univ_two] at e0 e1
    -- every eigenvalue solves the secular equation
    have hR : (μ : ℂ) ^ 2 - a * μ - 144 = 0 := by
      by_contra hne
      have k0 : ((μ : ℂ) ^ 2 - a * μ - 144) * x 0 = 0 := by
        linear_combination -(μ : ℂ) * e0 + 12 * e1
      have k1 : ((μ : ℂ) ^ 2 - a * μ - 144) * x 1 = 0 := by
        linear_combination ((a : ℂ) - μ) * e1 + 12 * e0
      apply hx
      funext i
      fin_cases i
      · exact (mul_eq_zero.mp k0).resolve_left hne
      · exact (mul_eq_zero.mp k1).resolve_left hne
    have hμ : μ ^ 2 - a * μ - 144 = 0 := by exact_mod_cast hR
    have hEr : E ^ 2 - a * E - 144 = 0 := by
      linear_combination p * (-E * h1 + 12 * h2) + q * ((a - E) * h2 + 12 * h1)
        - (E ^ 2 - a * E - 144) * hn
    by_contra hlt
    have hlt' : μ < E := lt_of_not_ge hlt
    -- two distinct roots have product -144, so they cannot both be negative
    have hf : (μ - E) * (μ * E + 144) = 0 := by
      linear_combination E * hμ - μ * hEr
    have hprod := (mul_eq_zero.mp hf).resolve_left (sub_ne_zero.mpr hlt'.ne)
    have hpos := mul_pos_of_neg_of_neg (hlt'.trans hE) hE
    linarith
```

The values $a=7$ and $a=-7$ give the two Hamiltonians of the example. The core weight rises from $9/25$ to $16/25$ as the level falls from $-9$ to $-16$.

```lean
/-- A two-site model with explicit ground states at hole strengths `0` and `14`: the energies
are `-9` and `-16`, and the core amplitudes are `3/5` and `4/5`. -/
theorem core_hole_witness :
    IsGroundState (holeHamiltonian !![7, -12; -12, 0] (coreProj (0 : Fin 2)) 0) (-9)
      ![((3 / 5 : ℝ) : ℂ), ((4 / 5 : ℝ) : ℂ)] ∧
    IsGroundState (holeHamiltonian !![7, -12; -12, 0] (coreProj (0 : Fin 2)) 14) (-16)
      ![((4 / 5 : ℝ) : ℂ), ((3 / 5 : ℝ) : ℂ)] := by
  have h0 : holeHamiltonian !![7, -12; -12, 0] (coreProj (0 : Fin 2)) 0
      = !![((7 : ℝ) : ℂ), -12; -12, 0] := by
    ext i j
    fin_cases i <;> fin_cases j <;> simp [holeHamiltonian, coreProj]
  have h1 : holeHamiltonian !![7, -12; -12, 0] (coreProj (0 : Fin 2)) 14
      = !![((-7 : ℝ) : ℂ), -12; -12, 0] := by
    ext i j
    fin_cases i <;> fin_cases j <;> simp [holeHamiltonian, coreProj]
    norm_num
  rw [h0, h1]
  constructor <;> apply two_site_ground <;> norm_num

end

end SlaterTransitionState
```

```lean
#print axioms SlaterTransitionState.slater_midpoint_error
#print axioms SlaterTransitionState.core_hole_monotone
```

```
'SlaterTransitionState.slater_midpoint_error' depends on axioms: [propext, Classical.choice, Quot.sound]
'SlaterTransitionState.core_hole_monotone' depends on axioms: [propext, Classical.choice, Quot.sound]
```
